# Moving a raising operator rightward past a polynomial in the number operator N replaces N by N − 1

For a single bosonic mode with lowering operator a and raising operator b, obeying ab − ba = 1, the lemma `raise_shift` says that b p(N) = p(N − 1) b, where N = ba is the number operator and p is any polynomial with integer coefficients. The setting is purely algebraic: a and b are elements of an arbitrary ring, and neither a Hilbert space nor the condition that b be the adjoint of a is assumed. The proof first seeks the case p(N) = N, which is the relation bN = (N − 1)b, named `hs`. It then uses the preceding lemma, `intertwine`, to carry that relation over to every polynomial.

The failing Lean file:

```lean
import Mathlib

open Polynomial

namespace BalancedLadderWords

variable {R : Type*} [Ring R] {a b : R}

/-- If `x` turns `s` into `t` when moved past it, it turns every integer polynomial in `s`
into the same polynomial in `t`. -/
theorem intertwine {x s t : R} (h : x * s = t * x) (p : ℤ[X]) :
    x * aeval s p = aeval t p * x := by
  induction p using Polynomial.induction_on' with
  | add p q hp hq => rw [map_add, map_add, mul_add, add_mul, hp, hq]
  | monomial n c =>
    have hs : SemiconjBy x s t := h
    have hn : x * s ^ n = t ^ n * x := (hs.pow_right n).eq
    rw [aeval_monomial, aeval_monomial, ← mul_assoc, ← Algebra.commutes c x, mul_assoc, hn,
      mul_assoc]

/-- Moving `b` to the right past a polynomial in `N = b a` replaces `N` by `N - 1`. -/
theorem raise_shift (h : a * b - b * a = 1) (p : ℤ[X]) :
    b * aeval (b * a) p = aeval (b * a) (p.comp (X - 1)) * b := by
  have hs : b * (b * a) = (b * a - 1) * b := by
    rw [← h]; noncomm_ring
  rw [aeval_comp, map_sub, aeval_X, map_one]
  exact intertwine hs p

end BalancedLadderWords
```

Compiling this gives:

```
Main.lean:24:45: error: unsolved goals
R : Type u_1
inst✝ : Ring R
a b : R
h : a * b - b * a = 1
p : ℤ[X]
⊢ b * (b * a) = 2 • (b * (a * b)) + -1 • (a * (b * b))
```

Diagnosis. The error lies in the proof of `hs`. There `rw [← h]` replaces the `1` in `(b * a - 1) * b` by `a * b - b * a`. `noncomm_ring` then multiplies out and is left with the goal in the message, bba = 2bab − abb. This does follow from `h`, but it is not an identity in every ring, and `noncomm_ring` proves only such identities, without using `h`. The rewrite had hidden the fact needed here, that the commutator is 1 and so commutes with b.

The repair keeps the `1` while the products are rearranged. The step `e` says that (ba − 1)b = b(ab − 1); both sides are bab − b in any ring, so `noncomm_ring` proves it. The step `hab` says that ab − 1 = ba. Here the same rewrite does no harm, because the `1` is not multiplied by anything: the goal becomes ab − (ab − ba) = ba, which `abel` settles by addition and subtraction alone. Rewriting with `e` and then `hab` turns the right side of `hs` into b(ba), which is the left side.

The mended proof, as a diff:

```diff
@@ -23,5 +23,8 @@
     b * aeval (b * a) p = aeval (b * a) (p.comp (X - 1)) * b := by
   have hs : b * (b * a) = (b * a - 1) * b := by
-    rw [← h]; noncomm_ring
+    have e : (b * a - 1) * b = b * (a * b - 1) := by noncomm_ring
+    have hab : a * b - 1 = b * a := by
+      rw [← h]; abel
+    rw [e, hab]
   rw [aeval_comp, map_sub, aeval_X, map_one]
   exact intertwine hs p
```
